# Curvature and Chern number of the two-band model \(d=(Ak_x,Ak_y,M-Bk^2)\) for \(A\neq0\)

Let \(A,B,M\) be real parameters, \((k_x,k_y)\) a point of the infinite momentum plane, and \(k^2=k_x^2+k_y^2\). The Hamiltonian is \(H=d\cdot\sigma\), with \(\sigma\) the Pauli matrices. This is one spin block of the Bernevig–Hughes–Zhang (BHZ) model, without the term proportional to the identity, which does not affect the eigenvectors. The sign function has \(\operatorname{sign}0=0\), as `Real.sign` does.

```lean
import Mathlib

open MeasureTheory Set Filter
open scoped Real Matrix Topology

namespace BHZCurvature

noncomputable section
```

The vector \(d\) is a function into `Fin 3 → ℝ`, with the three real parameters as arguments.

```lean
/-- The vector `d(k) = (A kx, A ky, M - B k²)` of the two-band Hamiltonian `d(k) · σ`. -/
def dVec (A B M kx ky : ℝ) : Fin 3 → ℝ :=
  ![A * kx, A * ky, M - B * (kx ^ 2 + ky ^ 2)]
```

Its length is \(|d|=\sqrt{d\cdot d}\). This is written out because the built-in norm on `Fin 3 → ℝ` is the maximum norm.

```lean
/-- The Euclidean length of `d(k)`. -/
def dNorm (A B M kx ky : ℝ) : ℝ := √(dVec A B M kx ky ⬝ᵥ dVec A B M kx ky)
```

The curvature is
\[
\Omega=\frac{d\cdot(\partial_x d\times\partial_y d)}{2|d|^3},
\]
with \(\partial_x,\partial_y\) the derivatives in \(k_x,k_y\), taken by `deriv`. With Berry connection \(i\langle u|\nabla u\rangle\), it is the Berry curvature of the lower band \(u\). The file works with \(d\) alone and contains no Bloch states.

```lean
/-- The curvature `d · (∂x d × ∂y d) / (2 |d|³)`, meaningful where `d(k) ≠ 0`. -/
def curvature (A B M kx ky : ℝ) : ℝ :=
  dVec A B M kx ky ⬝ᵥ
    (deriv (fun x => dVec A B M x ky) kx ⨯₃ deriv (fun y => dVec A B M kx y) ky) /
    (2 * dNorm A B M kx ky ^ 3)
```

The third component of \(d/|d|\) depends only on the radius \(k\). Call it the height,
\[
h(k)=\frac{M-Bk^2}{\sqrt{S(k)}},\qquad S(k)=A^2k^2+(M-Bk^2)^2 .
\]

```lean
/-- The third component of `d/|d|` at radius `k`, meaningful where `d ≠ 0`. -/
def height (A B M k : ℝ) : ℝ :=
  (M - B * k ^ 2) / √(A ^ 2 * k ^ 2 + (M - B * k ^ 2) ^ 2)
```

The Chern number is defined here as \(C=\frac1{2\pi}\int\Omega\,d^2k\) over the whole plane. Since the plane is not a closed surface, nothing in this definition forces \(C\) to be an integer.

```lean
/-- The integral of the curvature over the momentum plane, divided by `2π`. -/
def chernNumber (A B M : ℝ) : ℝ := (∫ p : ℝ × ℝ, curvature A B M p.1 p.2) / (2 * π)
```

## The curvature depends only on the radius

The partial derivatives are \(\partial_xd=(A,0,-2Bk_x)\) and \(\partial_yd=(0,A,-2Bk_y)\), so
\[
\partial_xd\times\partial_yd=(2ABk_x,\,2ABk_y,\,A^2),
\]
\[
d\cdot(\partial_xd\times\partial_yd)=2A^2Bk^2+A^2(M-Bk^2)=A^2(M+Bk^2).
\]
Hence \(\Omega=A^2(M+Bk^2)/(2|d|^3)\). In the proof, `hx` and `hy` establish the two derivatives component by component, and `ring` finishes the triple product. No condition on the parameters is needed.

```lean
/-- The curvature equals `A² (M + B k²) / (2 |d|³)`. -/
theorem curvature_eq (A B M kx ky : ℝ) : curvature A B M kx ky =
    A ^ 2 * (M + B * (kx ^ 2 + ky ^ 2)) / (2 * dNorm A B M kx ky ^ 3) := by
  have hx : HasDerivAt (fun x => dVec A B M x ky) ![A, 0, -2 * B * kx] kx := by
    refine hasDerivAt_pi.2 fun i => ?_
    fin_cases i
    · show HasDerivAt (fun x : ℝ => A * x) A kx
      simpa using (hasDerivAt_id' kx).const_mul A
    · show HasDerivAt (fun _ : ℝ => A * ky) 0 kx
      exact hasDerivAt_const _ _
    · show HasDerivAt (fun x : ℝ => M - B * (x ^ 2 + ky ^ 2)) (-2 * B * kx) kx
      exact (((((hasDerivAt_id' kx).fun_pow 2).add_const (ky ^ 2)).const_mul B).const_sub
        M).congr_deriv (by norm_num; ring)
  have hy : HasDerivAt (fun y => dVec A B M kx y) ![0, A, -2 * B * ky] ky := by
    refine hasDerivAt_pi.2 fun i => ?_
    fin_cases i
    · show HasDerivAt (fun _ : ℝ => A * kx) 0 ky
      exact hasDerivAt_const _ _
    · show HasDerivAt (fun y : ℝ => A * y) A ky
      simpa using (hasDerivAt_id' ky).const_mul A
    · show HasDerivAt (fun y : ℝ => M - B * (kx ^ 2 + y ^ 2)) (-2 * B * ky) ky
      exact (((((hasDerivAt_id' ky).fun_pow 2).const_add (kx ^ 2)).const_mul B).const_sub
        M).congr_deriv (by norm_num; ring)
  rw [curvature, hx.deriv, hy.deriv]
  congr 1
  simp [dVec, cross_apply, dotProduct, Fin.sum_univ_succ]
  ring
```

Since \(|d|^2=A^2k^2+(M-Bk^2)^2=S(k)\), the curvature is constant on circles. It can therefore be evaluated on the ray \((k,0)\), which the code writes as `curvature A B M k 0`.

```lean
/-- At every point of the circle of radius `|k|` the curvature is the same function of `k`. -/
theorem curvature_radial (A B M : ℝ) {kx ky k : ℝ} (h : kx ^ 2 + ky ^ 2 = k ^ 2) :
    curvature A B M kx ky =
      A ^ 2 * (M + B * k ^ 2) / (2 * √(A ^ 2 * k ^ 2 + (M - B * k ^ 2) ^ 2) ^ 3) := by
  have hn : dNorm A B M kx ky =
      √(A ^ 2 * (kx ^ 2 + ky ^ 2) + (M - B * (kx ^ 2 + ky ^ 2)) ^ 2) := by
    rw [dNorm]
    congr 1
    simp [dVec, dotProduct, Fin.sum_univ_succ]
    ring
  rw [curvature_eq, hn, h]
```

## The height as an antiderivative

From here on \(A\neq0\): the two bands are coupled at linear order in \(k\). If \(k\neq0\), then \(S\ge A^2k^2>0\). If \(k=0\), then \(S=M^2\). The gap therefore closes only at \(k=0\) with \(M=0\).

```lean
/-- For `A ≠ 0` the squared length of `d` is positive unless both `k` and `M` vanish. -/
theorem gap_pos {A : ℝ} (hA : A ≠ 0) (B : ℝ) {M k : ℝ} (h : k ≠ 0 ∨ M ≠ 0) :
    0 < A ^ 2 * k ^ 2 + (M - B * k ^ 2) ^ 2 := by
  by_cases hk : k = 0
  · have hM : M ≠ 0 := h.resolve_left (fun h' => h' hk)
    have e : A ^ 2 * k ^ 2 + (M - B * k ^ 2) ^ 2 = M ^ 2 := by rw [hk]; ring
    rw [e]
    positivity
  · positivity
```

Write \(n=M-Bk^2\), so that \(n'=-2Bk\) and \(S'=2A^2k-4Bkn\). Where \(S>0\),
\[
h'=\frac{n'S-\tfrac12nS'}{S^{3/2}}
=\frac{-2Bk(A^2k^2+n^2)-n(A^2k-2Bkn)}{S^{3/2}}
=-\frac{A^2k(M+Bk^2)}{S^{3/2}}=-2k\,\Omega .
\]
The proof replaces the square root by a symbol \(r\) with \(r^2=S\). The identity `key` is the simplification of the numerator.

```lean
/-- For `A ≠ 0`, and `k` and `M` not both zero, the derivative of `d₃/|d|` in `k` is `-2k` times the
curvature at `(k, 0)`. -/
theorem hasDerivAt_height {A : ℝ} (hA : A ≠ 0) (B : ℝ) {M k : ℝ} (h : k ≠ 0 ∨ M ≠ 0) :
    HasDerivAt (height A B M) (-(2 * k * curvature A B M k 0)) k := by
  have hS := gap_pos hA B h
  have hq : HasDerivAt (fun x : ℝ => x ^ 2) (2 * k) k := by
    simpa using hasDerivAt_pow 2 k
  have hn : HasDerivAt (fun x : ℝ => M - B * x ^ 2) (-(B * (2 * k))) k :=
    (hq.const_mul B).const_sub M
  have hD : HasDerivAt (fun x : ℝ => A ^ 2 * x ^ 2 + (M - B * x ^ 2) ^ 2)
      (A ^ 2 * (2 * k) + 2 * (M - B * k ^ 2) * (-(B * (2 * k)))) k :=
    ((hq.const_mul (A ^ 2)).fun_add (hn.fun_pow 2)).congr_deriv (by norm_num)
  refine (hn.fun_div (hD.sqrt hS.ne') (Real.sqrt_pos.2 hS).ne').congr_deriv ?_
  rw [curvature_radial A B M (show k ^ 2 + (0 : ℝ) ^ 2 = k ^ 2 by ring)]
  have hr := Real.sq_sqrt hS.le
  have hr0 := (Real.sqrt_pos.2 hS).ne'
  generalize √(A ^ 2 * k ^ 2 + (M - B * k ^ 2) ^ 2) = r at hr hr0 ⊢
  -- the terms with `r²` combine through `r² = |d|²`
  have key : -(B * (2 * k)) * r ^ 2 - (M - B * k ^ 2) *
      (A ^ 2 * (2 * k) + 2 * (M - B * k ^ 2) * (-(B * (2 * k)))) / 2 =
      -(k * (A ^ 2 * (M + B * k ^ 2))) := by
    linear_combination (-2 * B * k) * hr
  calc _ = (-(B * (2 * k)) * r ^ 2 - (M - B * k ^ 2) *
      (A ^ 2 * (2 * k) + 2 * (M - B * k ^ 2) * (-(B * (2 * k)))) / 2) / r ^ 3 := by
        field_simp
    _ = _ := by
        rw [key]
        field_simp
```

A differentiable function is continuous, which leaves only \(k=M=0\). There Lean's convention for division by zero gives \(h(0)=0\), and this is also the limit, because for \(M=0\) and \(k\neq0\)
\[
|h(k)|=\frac{|B|k^2}{\sqrt{A^2k^2+B^2k^4}}\le\frac{|B|}{|A|}\,|k| .
\]

```lean
/-- For `A ≠ 0` the function `height A B M` is continuous at every `k`. -/
theorem continuousAt_height {A : ℝ} (hA : A ≠ 0) (B M k : ℝ) :
    ContinuousAt (height A B M) k := by
  by_cases h : k ≠ 0 ∨ M ≠ 0
  · exact (hasDerivAt_height hA B h).continuousAt
  · push Not at h
    obtain ⟨rfl, rfl⟩ := h
    have h0 : height A B 0 0 = 0 := by simp [height]
    rw [ContinuousAt, h0]
    -- for `M = 0`, `|d₃|/|d| ≤ |B/A| |k|`
    refine squeeze_zero_norm (a := fun k => |B| / |A| * |k|) (fun k => ?_)
      (Continuous.tendsto' (by fun_prop) _ _ (by simp))
    by_cases hk : k = 0
    · simp [hk, h0]
    have hA' : |A| ≠ 0 := abs_ne_zero.2 hA
    rw [height, Real.norm_eq_abs, abs_div, abs_of_nonneg (Real.sqrt_nonneg _),
      div_le_iff₀ (Real.sqrt_pos.2 (gap_pos hA B (Or.inl hk)))]
    calc |0 - B * k ^ 2| = |B| / |A| * |k| * |A * k| := by
          rw [zero_sub, abs_neg, abs_mul, abs_mul, abs_of_nonneg (sq_nonneg k), ← sq_abs k]
          field_simp
      _ ≤ _ := by
          refine mul_le_mul_of_nonneg_left (Real.abs_le_sqrt ?_) (by positivity)
          nlinarith [sq_nonneg (0 - B * k ^ 2)]
```

## Values at the centre and at infinity

The value at the centre and, for \(B\neq0\), the limit at infinity rest on \(x/\sqrt{x^2}=\operatorname{sign}x\), which at \(x=0\) holds by Lean's convention for division by zero. At the centre it gives \(h(0)=M/\sqrt{M^2}=\operatorname{sign}M\).

```lean
lemma div_sqrt_sq (x : ℝ) : x / √(x ^ 2) = Real.sign x := by
  rw [Real.sqrt_sq_eq_abs]
  rcases lt_trichotomy x 0 with h | h | h
  · rw [Real.sign_of_neg h, abs_of_neg h, div_neg, div_self h.ne]
  · simp [h]
  · rw [Real.sign_of_pos h, abs_of_pos h, div_self h.ne']
```

For \(B\neq0\), set \(t=1/k^2\). Then
\[
h=\frac{Mt-B}{\sqrt{A^2t+(Mt-B)^2}}\longrightarrow\frac{-B}{\sqrt{B^2}}=-\operatorname{sign}B\qquad(t\to0).
\]
For \(B=0\), \(h=M/\sqrt{A^2k^2+M^2}\to0\), which is again \(-\operatorname{sign}B\).

```lean
/-- For `A ≠ 0` the function `d₃/|d|` tends to `-sign B` at large momentum. -/
theorem tendsto_height {A : ℝ} (hA : A ≠ 0) (B M : ℝ) :
    Tendsto (height A B M) atTop (𝓝 (-Real.sign B)) := by
  by_cases hB : B = 0
  · subst hB
    have hd : Tendsto (fun k : ℝ => √(A ^ 2 * k ^ 2 + M ^ 2)) atTop atTop := by
      refine tendsto_atTop_mono (fun k => ?_) (tendsto_id.const_mul_atTop (abs_pos.2 hA))
      refine (le_abs_self _).trans (Real.abs_le_sqrt ?_)
      rw [id, mul_pow, sq_abs]
      nlinarith [sq_nonneg M]
    have e : height A 0 M = fun k => M / √(A ^ 2 * k ^ 2 + M ^ 2) := by
      funext k
      simp [height]
    rw [e, Real.sign_zero, neg_zero]
    exact hd.const_div_atTop M
  · -- divide numerator and denominator by `k²`
    let g : ℝ → ℝ := fun t => (M * t - B) / √(A ^ 2 * t + (M * t - B) ^ 2)
    have hg0 : g 0 = -Real.sign B := by
      rw [← div_sqrt_sq B]
      simp [g, neg_div]
    have hg : ContinuousAt g 0 := by
      refine ContinuousAt.div (by fun_prop) (by fun_prop) ?_
      have : 0 < A ^ 2 * 0 + (M * 0 - B) ^ 2 := by
        have e : A ^ 2 * 0 + (M * 0 - B) ^ 2 = B ^ 2 := by ring
        rw [e]
        positivity
      exact (Real.sqrt_pos.2 this).ne'
    have ht : Tendsto (fun k : ℝ => (k ^ 2)⁻¹) atTop (𝓝 0) :=
      tendsto_inv_atTop_zero.comp (tendsto_pow_atTop two_ne_zero)
    rw [← hg0]
    refine (hg.tendsto.comp ht).congr' ?_
    filter_upwards [eventually_gt_atTop 0] with k hk
    have h1 : M - B * k ^ 2 = k ^ 2 * (M * (k ^ 2)⁻¹ - B) := by field_simp
    have h2 : A ^ 2 * k ^ 2 + (M - B * k ^ 2) ^ 2 =
        (k ^ 2) ^ 2 * (A ^ 2 * (k ^ 2)⁻¹ + (M * (k ^ 2)⁻¹ - B) ^ 2) := by
      rw [h1]
      field_simp
    rw [height, h2, Real.sqrt_mul (by positivity), Real.sqrt_sq (by positivity), h1,
      mul_div_mul_left _ _ (by positivity)]
    rfl
```

## The radial integral

To apply the fundamental theorem of calculus on a half-line, we need \(k\,\Omega\) to be integrable. Its sign for \(k>0\) is that of \(M+Bk^2\). If \(M\) or \(B\) vanishes, this sign never changes and we take \(R=0\). Otherwise \(M+Bk^2=B(M/B+k^2)\), and the bracket is positive for \(k>R=|M/B|+1\), since then \(k^2>k>|M/B|\).

```lean
lemma eventual_sign (B M : ℝ) : ∃ R : ℝ, 0 ≤ R ∧ (R = 0 ∨ M ≠ 0) ∧
    ((∀ k > R, 0 ≤ M + B * k ^ 2) ∨ (∀ k > R, M + B * k ^ 2 ≤ 0)) := by
  by_cases hM : M = 0
  · refine ⟨0, le_rfl, Or.inl rfl, ?_⟩
    rcases le_total 0 B with h | h
    · exact Or.inl fun k _ => by rw [hM]; positivity
    · exact Or.inr fun k _ => by rw [hM]; nlinarith [sq_nonneg k]
  by_cases hB : B = 0
  · refine ⟨0, le_rfl, Or.inl rfl, ?_⟩
    rcases le_total 0 M with h | h
    · exact Or.inl fun k _ => by simpa [hB] using h
    · exact Or.inr fun k _ => by simpa [hB] using h
  have hk : ∀ k > |M / B| + 1, 0 ≤ M / B + k ^ 2 := fun k hk => by
    nlinarith [neg_abs_le (M / B), abs_nonneg (M / B)]
  have e : ∀ k : ℝ, M + B * k ^ 2 = B * (M / B + k ^ 2) := fun k => by field_simp
  refine ⟨|M / B| + 1, by positivity, Or.inr hM, ?_⟩
  rcases le_total 0 B with h | h
  · exact Or.inl fun k h' => by rw [e]; exact mul_nonneg h (hk k h')
  · exact Or.inr fun k h' => by rw [e]; exact mul_nonpos_iff.2 (Or.inr ⟨h, hk k h'⟩)
```

Beyond \(R\) the integrand keeps one sign and its antiderivative \(-\pi h\) converges, so the tail is integrable. The interval \((0,R]\) is either empty or belongs to a case with \(M\neq0\), where the integrand is continuous. Therefore
\[
\int_0^\infty 2\pi k\,\Omega\,dk=-\pi\bigl[h(\infty)-h(0)\bigr]=\pi(\operatorname{sign}M+\operatorname{sign}B).
\]
In the code, `hint` is the integrability and `hl` the limit of \(-\pi h\). The theorem holds for all real \(M\) and \(B\), including the gapless case \(M=0\).

```lean
/-- For `A ≠ 0` the curvature integrated over `k > 0` with weight `2πk` is
`π (sign M + sign B)`. -/
theorem radial_flux {A : ℝ} (hA : A ≠ 0) (B M : ℝ) :
    ∫ k in Ioi (0 : ℝ), 2 * π * k * curvature A B M k 0 =
      π * (Real.sign M + Real.sign B) := by
  have hc : ∀ k, ContinuousAt (fun x => -π * height A B M x) k := fun k =>
    continuousAt_const.mul (continuousAt_height hA B M k)
  have hd : ∀ k : ℝ, 0 < k → HasDerivAt (fun x => -π * height A B M x)
      (2 * π * k * curvature A B M k 0) k := fun k hk =>
    ((hasDerivAt_height hA B (Or.inl hk.ne')).const_mul (-π)).congr_deriv (by ring)
  have hl := (tendsto_height hA B M).const_mul (-π)
  have hW : ∀ k : ℝ, 2 * π * k * curvature A B M k 0 = (M + B * k ^ 2) *
      (π * k * A ^ 2 / √(A ^ 2 * k ^ 2 + (M - B * k ^ 2) ^ 2) ^ 3) := fun k => by
    rw [curvature_radial A B M (show k ^ 2 + (0 : ℝ) ^ 2 = k ^ 2 by ring)]
    ring
  have hint : IntegrableOn (fun k => 2 * π * k * curvature A B M k 0) (Ioi 0) := by
    obtain ⟨R, hR, hRM, hs⟩ := eventual_sign B M
    rw [← Ioc_union_Ioi_eq_Ioi hR]
    refine IntegrableOn.union ?_ ?_
    · -- bounded part: empty, or the integrand is continuous
      rcases hRM with rfl | hM
      · simp
      · have hcont : Continuous (fun k => 2 * π * k * curvature A B M k 0) := by
          simp_rw [hW]
          refine Continuous.mul (by fun_prop) (Continuous.div (by fun_prop) (by fun_prop) ?_)
          exact fun k => pow_ne_zero 3 (Real.sqrt_pos.2 (gap_pos hA B (Or.inr hM))).ne'
        exact (hcont.continuousOn.integrableOn_Icc).mono_set Ioc_subset_Icc_self
    · -- tail: the integrand keeps one sign and its antiderivative converges
      have hd' : ∀ k ∈ Ioi R, HasDerivAt (fun x => -π * height A B M x)
          (2 * π * k * curvature A B M k 0) k := fun k hk => hd k (hR.trans_lt hk)
      have hp : ∀ k ∈ Ioi R,
          0 ≤ π * k * A ^ 2 / √(A ^ 2 * k ^ 2 + (M - B * k ^ 2) ^ 2) ^ 3 := fun k hk => by
        have : 0 < k := hR.trans_lt hk
        positivity
      rcases hs with hs | hs
      · exact integrableOn_Ioi_deriv_of_nonneg (hc R).continuousWithinAt hd'
          (fun k hk => by rw [hW]; exact mul_nonneg (hs k hk) (hp k hk)) hl
      · exact integrableOn_Ioi_deriv_of_nonpos (hc R).continuousWithinAt hd'
          (fun k hk => by rw [hW]; exact mul_nonpos_iff.2 (Or.inr ⟨hs k hk, hp k hk⟩)) hl
  have h0 : height A B M 0 = Real.sign M := by
    rw [← div_sqrt_sq M]
    simp [height]
  rw [integral_Ioi_of_hasDerivAt_of_tendsto (hc 0).continuousWithinAt
    (fun k hk => hd k hk) hint hl, h0]
  ring
```

## From the ray to the plane

In polar coordinates \((k,\theta)\) the integrand does not depend on the angle, so
\[
C=\frac1{2\pi}\int_{-\pi}^{\pi}d\theta\int_0^\infty k\,\Omega\,dk
=\frac{\operatorname{sign}M+\operatorname{sign}B}{2}.
\]
The proof changes variables with `integral_comp_polarCoord_symm`, splits the product integral, and inserts the radial result.

```lean
/-- For `A ≠ 0` the Chern number is `(sign M + sign B) / 2`. -/
theorem chernNumber_eq {A : ℝ} (hA : A ≠ 0) (B M : ℝ) :
    chernNumber A B M = (Real.sign M + Real.sign B) / 2 := by
  have hp : ∀ p : ℝ × ℝ, p.1 • curvature A B M (polarCoord.symm p).1 (polarCoord.symm p).2 =
      (p.1 * curvature A B M p.1 0) * 1 := fun p => by
    have h : (p.1 * Real.cos p.2) ^ 2 + (p.1 * Real.sin p.2) ^ 2 = p.1 ^ 2 := by
      linear_combination p.1 ^ 2 * Real.sin_sq_add_cos_sq p.2
    rw [polarCoord_symm_apply, smul_eq_mul, mul_one, curvature_radial A B M h,
      curvature_radial A B M (show p.1 ^ 2 + (0 : ℝ) ^ 2 = p.1 ^ 2 by ring)]
  have hθ : ∫ _ in Ioo (-π) π, (1 : ℝ) = 2 * π := by
    rw [setIntegral_const, Real.volume_real_Ioo_of_le (by linarith [Real.pi_pos]), smul_eq_mul]
    ring
  have hflux : ∫ p : ℝ × ℝ, curvature A B M p.1 p.2 = π * (Real.sign M + Real.sign B) := by
    rw [← integral_comp_polarCoord_symm]
    simp_rw [hp]
    rw [show polarCoord.target = Ioi (0 : ℝ) ×ˢ Ioo (-π) π from rfl, Measure.volume_eq_prod,
      setIntegral_prod_mul (fun k : ℝ => k * curvature A B M k 0) (fun _ : ℝ => (1 : ℝ)),
      hθ, ← radial_flux hA B M, mul_comm _ (2 * π), ← integral_const_mul]
    simp only [mul_assoc]
  rw [chernNumber, hflux]
  field_simp
```

If \(MB>0\), the two signs agree and \(C=\operatorname{sign}M=\pm1\). If \(MB<0\), they cancel and \(C=0\). If exactly one of \(M,B\) vanishes, the formula gives \(\pm\tfrac12\). For \(M=0\) the gap is closed; for \(B=0\) the direction of \(d\) at large \(k\) still depends on the angle, so \(d/|d|\) does not extend continuously to the sphere obtained by adding one point at infinity to the plane.

```lean
/-- For `A ≠ 0` the Chern number is `sign M` if `M B > 0` and zero if `M B < 0`. -/
theorem chernNumber_phases {A : ℝ} (hA : A ≠ 0) (B M : ℝ) :
    (0 < M * B → chernNumber A B M = Real.sign M) ∧
      (M * B < 0 → chernNumber A B M = 0) := by
  rw [chernNumber_eq hA]
  constructor
  · intro h
    rcases mul_pos_iff.1 h with ⟨h1, h2⟩ | ⟨h1, h2⟩
    · rw [Real.sign_of_pos h1, Real.sign_of_pos h2]; norm_num
    · rw [Real.sign_of_neg h1, Real.sign_of_neg h2]; norm_num
  · intro h
    rcases mul_neg_iff.1 h with ⟨h1, h2⟩ | ⟨h1, h2⟩
    · rw [Real.sign_of_pos h1, Real.sign_of_neg h2]; norm_num
    · rw [Real.sign_of_neg h1, Real.sign_of_pos h2]; norm_num

end

end BHZCurvature
```

For this non-interacting continuum block with \(M\) and \(B\) both nonzero, the sign of \(MB\) separates the band ordering in which the filled lower band has a nonzero quantised Hall conductivity from the one in which it has none. The theorems concern the bulk integral only: they treat neither a lattice Brillouin zone nor a sample with a boundary, and the existence of edge states would need a separate argument.

```lean
#print axioms BHZCurvature.chernNumber_phases
-- 'BHZCurvature.chernNumber_phases' depends on axioms: [propext, Classical.choice, Quot.sound]
```
